# The Fourier transform ∫ exp(s/2 − e^s − iks) ds is Γ(1/2 − ik), with relative modulus at most √2 exp(−π²/ln β) at k = 2π/ln β for β > 1

## How large is the leading aliasing term of an even-tempered expansion of 1/r?

To state this precisely I first have to decide what "the aliasing term" is, and I would take it to be one Fourier amplitude of an integrand, not the full error of a Gaussian sum. I write the Coulomb potential at distance r > 0 as an integral over s, the logarithm of the Gaussian exponent α = e^s:

    1/r = (1/√π) ∫ exp(s/2 − r² e^s) ds,   s over the real line.

An even-tempered set with ratio β > 1 samples s on a grid of step ln β, whose first reciprocal frequency is k = 2π/ln β. I believe the Fourier transform of the integrand at r = 1, taken with the factor exp(−iks), is Γ(1/2 − ik), that its squared modulus is π/cosh(πk), and that its modulus relative to k = 0 is at most √2 exp(−π²/ln β) at that frequency. Can this be made rigorous and machine-checked, and is √2 the right constant?

## From Euler's integral to the two-sided bound

Both hold for the amplitude as you define it. For r > 0 and real k set

    A(r, k) = ∫ exp(s/2 − r² e^s − iks) ds,   ρ(r, k) = |A(r, k)| / |A(r, 0)|.

For complex z with Re z > 0, put x = e^s, dx = e^s ds, in Euler's integral:

    Γ(z) = ∫₀^∞ e^(−x) x^(z−1) dx = ∫ exp(zs − e^s) ds.

With z = 1/2 − ik the exponent is s/2 − e^s − iks, so A(1, k) = Γ(1/2 − ik). For general r let t = s + 2 ln r. Then e^t = r² e^s and exp(zs) = r^(−2z) exp(zt), and −2z = 2ik − 1, so

    A(r, k) = r^(2ik−1) Γ(1/2 − ik).

At k = 0, Γ(1/2) = √π gives A(r, 0) = √π/r, which is your representation of 1/r.

On the line Re z = 1/2 the number 1 − z is the complex conjugate of z, and Γ of the conjugate is the conjugate of Γ. The reflection formula Γ(z) Γ(1 − z) = π/sin(πz) therefore has |Γ(z)|² on its left side. On the right, sin(π/2 − iπk) = cos(iπk) = cosh(πk). Since |r^(2ik−1)| = 1/r,

    |Γ(1/2 − ik)|² = π/cosh(πk),   |A(r, k)|² = π/(r² cosh(πk)),   ρ² = 1/cosh(πk).

Now let x denote π|k|, u = exp(−2x) and c = √2 exp(−x/2). As cosh is even, ρ² (e^x + e^(−x))/2 = 1, and multiplying by 2e^(−x) gives

    ρ² (1 + u) = c².

Because u ≥ 0, ρ ≤ c. For the lower bound, 0 ≤ u ≤ 1 and

    1 − (1 − u)² (1 + u) = u + u² (1 − u) ≥ 0,

so (1 − u)² c² = (1 − u)² (1 + u) ρ² ≤ ρ². Hence (1 − u) c ≤ ρ ≤ c. At k = 2π/ln β one has x/2 = π²/ln β and 2x = 4π²/ln β:

    (1 − exp(−4π²/ln β)) √2 exp(−π²/ln β) ≤ ρ ≤ √2 exp(−π²/ln β).

The two sides differ by the factor 1 − u, which is close to one at large |k|, so √2 is the right constant there. At k = 0 the bounds read 0 ≤ 1 ≤ √2.

## The Lean objects and the reach of the theorems

`gaussMode r k s` is the complex integrand, `aliasAmp r k` is A(r, k) as a Lebesgue integral over the real line, and `relAmp r k` is ρ(r, k). The bare `exp` and `Gamma` are the complex functions, while `Real.exp s` is the Gaussian exponent e^s. The Fourier convention is exp(−iks), with k an angular frequency in s and no factor 2π. The prefactor 1/√π is left out: `aliasAmp_zero` gives √π/r, so the normalised amplitude A/√π equals 1/r at k = 0, and the factor cancels in ρ.

`fourier_eq_gamma` is your claim at r = 1: for every real k the integrand is integrable, its integral is Γ(1/2 − ik), and the squared modulus is π/cosh(πk). Integrability is stated because Lean assigns the value zero to the integral of a non-integrable function. `aliasAmp_eq`, `norm_sq_aliasAmp` and `relAmp_sq` give A, |A|² and ρ² under `0 < r`, which excludes the Coulomb singularity. `relAmp_bounds` is the two-sided bound for all real k, and `leading_aliasing` specialises it under `1 < β`, the condition that exponents grow along the set and the step ln β is positive.

No sum over exponents appears in any theorem. The link to a Gaussian sum is Poisson summation on an infinite grid s₀ + n ln β with offset s₀ and integer n, which would express the quadrature as a sum over integers m of A(r, 2πm/ln β) times phases, with m = 0 the exact value; the terms m = 1 and m = −1 would each contribute a relative modulus ρ. That identification and the closing remark on other powers of r are ordinary mathematics placed around the file and not theorems of it. Truncation to finitely many Gaussians and completeness of even-tempered sets are not addressed. For those electronic-structure methods that write the Coulomb kernel as a sum of Gaussians with even-tempered exponents and with the weights of this equal-step quadrature, not fitted coefficients, the result shows how the relative modulus of one aliasing term depends on β, independently of r, for an untruncated grid and for that single term only.

```lean
import Mathlib

open MeasureTheory Complex
open scoped Real ComplexConjugate

namespace EvenTemperedAliasing

noncomputable section

/-- The Gaussian `exp (-e^s r²)` of exponent `e^s` with weight `e^(s/2)`, multiplied by the
plane wave `exp (-i k s)` in the logarithmic exponent `s`. -/
def gaussMode (r k s : ℝ) : ℂ :=
  exp ((s : ℂ) / 2 - (r : ℂ) ^ 2 * (Real.exp s : ℝ) - I * k * s)

/-- Fourier amplitude at frequency `k`, in the logarithmic exponent, of the weighted
Gaussian at distance `r`. -/
def aliasAmp (r k : ℝ) : ℂ := ∫ s : ℝ, gaussMode r k s

/-- Modulus of the Fourier amplitude at frequency `k` relative to that at frequency zero. -/
def relAmp (r k : ℝ) : ℝ := ‖aliasAmp r k‖ / ‖aliasAmp r 0‖

/-- Euler's integral in the logarithmic variable: for `Re z > 0` the function
`exp (z s - e^s)` is integrable over the real line with integral `Γ(z)`. -/
theorem integral_log_gamma {z : ℂ} (hz : 0 < z.re) :
    Integrable (fun s : ℝ => exp (z * s - (Real.exp s : ℝ))) ∧
      ∫ s : ℝ, exp (z * s - (Real.exp s : ℝ)) = Gamma z := by
  have himg : Real.exp '' Set.univ = Set.Ioi 0 := by rw [Set.image_univ, Real.range_exp]
  have hd : ∀ x ∈ (Set.univ : Set ℝ), HasDerivWithinAt Real.exp (Real.exp x) Set.univ x :=
    fun x _ => (Real.hasDerivAt_exp x).hasDerivWithinAt
  have hinj : Set.InjOn Real.exp Set.univ := Real.exp_injective.injOn
  -- Euler's integrand at x = e^s times the Jacobian e^s
  have hpt : ∀ s : ℝ, |Real.exp s| • (((Real.exp (-Real.exp s) : ℝ) : ℂ) *
      ((Real.exp s : ℝ) : ℂ) ^ (z - 1)) = exp (z * s - (Real.exp s : ℝ)) := by
    intro s
    have hne : ((Real.exp s : ℝ) : ℂ) ≠ 0 := ofReal_ne_zero.2 (Real.exp_pos s).ne'
    have h : exp (z * s - (Real.exp s : ℝ)) =
        exp s * (exp ((-Real.exp s : ℝ) : ℂ) * exp (s * (z - 1))) := by
      rw [← exp_add, ← exp_add]
      congr 1
      push_cast
      ring
    rw [abs_of_pos (Real.exp_pos s), real_smul, cpow_def_of_ne_zero hne,
      ← ofReal_log (Real.exp_pos s).le, Real.log_exp, h, ofReal_exp s,
      ofReal_exp (-Real.exp s)]
  constructor
  · have h := (integrableOn_image_iff_integrableOn_abs_deriv_smul MeasurableSet.univ hd hinj
      (fun x : ℝ => ((Real.exp (-x) : ℝ) : ℂ) * (x : ℂ) ^ (z - 1))).1
      (by rw [himg]; exact GammaIntegral_convergent hz)
    exact (integrableOn_univ.1 h).congr (ae_of_all _ hpt)
  · rw [Gamma_eq_integral hz, GammaIntegral, ← himg,
      integral_image_eq_integral_abs_deriv_smul MeasurableSet.univ hd hinj,
      Measure.restrict_univ]
    exact integral_congr_ae (ae_of_all _ fun s => (hpt s).symm)

/-- On the line `Re z = 1/2` the squared modulus of the Gamma function is `π / cosh (π k)`. -/
theorem norm_sq_gamma_half (k : ℝ) :
    ‖Gamma (1 / 2 - I * k)‖ ^ 2 = π / Real.cosh (π * k) := by
  -- reflection formula, where 1 - z is the conjugate of z
  have h := Gamma_mul_Gamma_one_sub (1 / 2 - I * k)
  have hc : 1 - (1 / 2 - I * (k : ℂ)) = conj (1 / 2 - I * (k : ℂ)) := by
    simp only [map_sub, map_mul, map_div₀, map_one, map_ofNat, conj_I, conj_ofReal]
    ring
  have hs : sin ((π : ℂ) * (1 / 2 - I * k)) = ((Real.cosh (π * k) : ℝ) : ℂ) := by
    rw [show (π : ℂ) * (1 / 2 - I * k) = π / 2 - (π * k) * I by ring,
      sin_pi_div_two_sub, cos_mul_I, ofReal_cosh, ofReal_mul]
  rw [hc, Gamma_conj, mul_conj, hs, normSq_eq_norm_sq] at h
  apply ofReal_injective
  rw [ofReal_div]
  exact h

/-- For real `k` the function `exp (s/2 - e^s - i k s)` is integrable, its integral is
`Γ(1/2 - i k)`, and the squared modulus of the integral is `π / cosh (π k)`. -/
theorem fourier_eq_gamma (k : ℝ) :
    Integrable (fun s : ℝ => exp ((s : ℂ) / 2 - (Real.exp s : ℝ) - I * k * s)) ∧
      ∫ s : ℝ, exp ((s : ℂ) / 2 - (Real.exp s : ℝ) - I * k * s) = Gamma (1 / 2 - I * k) ∧
      ‖∫ s : ℝ, exp ((s : ℂ) / 2 - (Real.exp s : ℝ) - I * k * s)‖ ^ 2
        = π / Real.cosh (π * k) := by
  have hz : 0 < (1 / 2 - I * (k : ℂ)).re := by simp
  obtain ⟨h1, h2⟩ := integral_log_gamma hz
  have hf : (fun s : ℝ => exp ((s : ℂ) / 2 - (Real.exp s : ℝ) - I * k * s)) =
      fun s : ℝ => exp ((1 / 2 - I * k) * s - (Real.exp s : ℝ)) := by
    funext s
    congr 1
    ring
  rw [hf, h2]
  exact ⟨h1, rfl, norm_sq_gamma_half k⟩

/-- At distance `r > 0` the weighted Gaussian mode is integrable and its Fourier amplitude
is `r^(2 i k - 1) Γ(1/2 - i k)`. -/
theorem aliasAmp_eq {r : ℝ} (hr : 0 < r) (k : ℝ) :
    Integrable (gaussMode r k) ∧
      aliasAmp r k = (r : ℂ) ^ (2 * I * k - 1) * Gamma (1 / 2 - I * k) := by
  have hz : 0 < (1 / 2 - I * (k : ℂ)).re := by simp
  obtain ⟨h1, h2⟩ := integral_log_gamma hz
  have hne : (r : ℂ) ≠ 0 := ofReal_ne_zero.2 hr.ne'
  -- the distance is absorbed in the shift s ↦ s + 2 ln r
  have hf : gaussMode r k = fun s : ℝ => (r : ℂ) ^ (2 * I * k - 1) *
      exp ((1 / 2 - I * k) * ((s + 2 * Real.log r : ℝ) : ℂ)
        - (Real.exp (s + 2 * Real.log r) : ℝ)) := by
    funext s
    have he : Real.exp (s + 2 * Real.log r) = r ^ 2 * Real.exp s := by
      rw [Real.exp_add, two_mul, Real.exp_add, Real.exp_log hr]
      ring
    rw [he, cpow_def_of_ne_zero hne, ← ofReal_log hr.le, ← exp_add, gaussMode]
    congr 1
    push_cast
    ring
  have hshift : ∫ s : ℝ, exp ((1 / 2 - I * k) * ((s + 2 * Real.log r : ℝ) : ℂ)
        - (Real.exp (s + 2 * Real.log r) : ℝ))
      = ∫ s : ℝ, exp ((1 / 2 - I * k) * s - (Real.exp s : ℝ)) :=
    integral_add_right_eq_self
      (fun s : ℝ => exp ((1 / 2 - I * k) * s - (Real.exp s : ℝ))) (2 * Real.log r)
  constructor
  · rw [hf]
    exact (h1.comp_add_right (2 * Real.log r)).const_mul _
  · rw [aliasAmp, hf, integral_const_mul, hshift, h2]

/-- At distance `r > 0` the zero-frequency amplitude is `√π / r`: the weighted Gaussians integrate
to `√π` times the Coulomb potential. -/
theorem aliasAmp_zero {r : ℝ} (hr : 0 < r) : aliasAmp r 0 = (Real.sqrt π : ℝ) / (r : ℂ) := by
  have h1 : (1 / 2 - I * ((0 : ℝ) : ℂ)) = ((1 / 2 : ℝ) : ℂ) := by
    push_cast
    ring
  have h2 : (2 * I * ((0 : ℝ) : ℂ) - 1) = -1 := by simp
  rw [(aliasAmp_eq hr 0).2, h1, h2, Gamma_ofReal, Real.Gamma_one_half_eq, cpow_neg_one,
    div_eq_inv_mul ((Real.sqrt π : ℝ) : ℂ)]

/-- The squared modulus of the amplitude at distance `r > 0` is `π / (r² cosh (π k))`. -/
theorem norm_sq_aliasAmp {r : ℝ} (hr : 0 < r) (k : ℝ) :
    ‖aliasAmp r k‖ ^ 2 = π / (r ^ 2 * Real.cosh (π * k)) := by
  have hre : (2 * I * (k : ℂ) - 1).re = -1 := by simp
  have hc := Real.cosh_pos (π * k)
  rw [(aliasAmp_eq hr k).2, norm_mul, mul_pow, norm_sq_gamma_half,
    norm_cpow_eq_rpow_re_of_pos hr, hre, Real.rpow_neg_one]
  field_simp

/-- The squared relative amplitude is `1 / cosh (π k)` at every distance `r > 0`. -/
theorem relAmp_sq {r : ℝ} (hr : 0 < r) (k : ℝ) :
    relAmp r k ^ 2 = 1 / Real.cosh (π * k) := by
  have hc := Real.cosh_pos (π * k)
  have hp := Real.pi_pos
  rw [relAmp, div_pow, norm_sq_aliasAmp hr, norm_sq_aliasAmp hr, mul_zero, Real.cosh_zero]
  field_simp

/-- At distance `r > 0` the relative amplitude is at most `√2 exp (-π|k|/2)` and at least this value
times `1 - exp (-2π|k|)`. -/
theorem relAmp_bounds {r : ℝ} (hr : 0 < r) (k : ℝ) :
    (1 - Real.exp (-(2 * (π * |k|)))) * (Real.sqrt 2 * Real.exp (-(π * |k|) / 2)) ≤ relAmp r k ∧
      relAmp r k ≤ Real.sqrt 2 * Real.exp (-(π * |k|) / 2) := by
  have hρ : 0 ≤ relAmp r k := div_nonneg (norm_nonneg _) (norm_nonneg _)
  have hx : 0 ≤ π * |k| := by positivity
  have h : relAmp r k ^ 2 * Real.cosh (π * k) = 1 := by
    rw [relAmp_sq hr]
    exact one_div_mul_cancel (Real.cosh_pos _).ne'
  rw [← Real.cosh_abs, abs_mul, abs_of_pos Real.pi_pos, Real.cosh_eq] at h
  generalize π * |k| = x at *
  generalize relAmp r k = ρ at *
  have hE : Real.exp x * Real.exp (-x) = 1 := by rw [← Real.exp_add]; simp
  have hu : Real.exp (-(2 * x)) = Real.exp (-x) ^ 2 := by
    rw [sq, ← Real.exp_add]
    congr 1
    ring
  have hc : (Real.sqrt 2 * Real.exp (-x / 2)) ^ 2 = 2 * Real.exp (-x) := by
    rw [mul_pow, Real.sq_sqrt (by norm_num), sq, ← Real.exp_add, add_halves]
  have hc0 : 0 ≤ Real.sqrt 2 * Real.exp (-x / 2) := by positivity
  have hu0 : 0 ≤ Real.exp (-(2 * x)) := (Real.exp_pos _).le
  have hu1 : 0 ≤ 1 - Real.exp (-(2 * x)) :=
    sub_nonneg.2 (Real.exp_le_one_iff.2 (by linarith))
  -- exact relation ρ² (1 + u) = c² with u = exp (-2x) and c the claimed bound
  have key : ρ ^ 2 * (1 + Real.exp (-(2 * x))) = (Real.sqrt 2 * Real.exp (-x / 2)) ^ 2 := by
    rw [hc, hu]
    linear_combination 2 * Real.exp (-x) * h - ρ ^ 2 * hE
  generalize Real.sqrt 2 * Real.exp (-x / 2) = c at *
  generalize Real.exp (-(2 * x)) = u at *
  constructor
  · rw [← pow_le_pow_iff_left₀ (mul_nonneg hu1 hc0) hρ two_ne_zero, mul_pow, ← key]
    nlinarith [mul_nonneg (sq_nonneg ρ) (add_nonneg hu0 (mul_nonneg (sq_nonneg u) hu1))]
  · rw [← pow_le_pow_iff_left₀ hρ hc0 two_ne_zero, ← key]
    nlinarith [mul_nonneg (sq_nonneg ρ) hu0]

/-- For a distance `r > 0` and an exponent ratio `β > 1`, the relative amplitude at `k = 2π / ln β`
is at most `√2 exp (-π² / ln β)` and at least this value times `1 - exp (-4π² / ln β)`. -/
theorem leading_aliasing {r β : ℝ} (hr : 0 < r) (hβ : 1 < β) :
    (1 - Real.exp (-(4 * π ^ 2) / Real.log β)) * (Real.sqrt 2 * Real.exp (-π ^ 2 / Real.log β))
        ≤ relAmp r (2 * π / Real.log β) ∧
      relAmp r (2 * π / Real.log β) ≤ Real.sqrt 2 * Real.exp (-π ^ 2 / Real.log β) := by
  have hl := Real.log_pos hβ
  have ha : |2 * π / Real.log β| = 2 * π / Real.log β := abs_of_pos (by positivity)
  have h1 : -(π * |2 * π / Real.log β|) / 2 = -π ^ 2 / Real.log β := by
    rw [ha]
    ring
  have h2 : -(2 * (π * |2 * π / Real.log β|)) = -(4 * π ^ 2) / Real.log β := by
    rw [ha]
    ring
  have h := relAmp_bounds hr (2 * π / Real.log β)
  rw [h1, h2] at h
  exact h

end

end EvenTemperedAliasing
```

```lean
#print axioms EvenTemperedAliasing.fourier_eq_gamma
-- 'EvenTemperedAliasing.fourier_eq_gamma' depends on axioms: [propext, Classical.choice, Quot.sound]
#print axioms EvenTemperedAliasing.aliasAmp_zero
-- 'EvenTemperedAliasing.aliasAmp_zero' depends on axioms: [propext, Classical.choice, Quot.sound]
#print axioms EvenTemperedAliasing.leading_aliasing
-- 'EvenTemperedAliasing.leading_aliasing' depends on axioms: [propext, Classical.choice, Quot.sound]
```

## How the lemmas follow the derivation

`integral_log_gamma` is the substitution x = e^s. `himg` says that the exponential maps the real line onto the positive half-line, `hd` and `hinj` supply its derivative and injectivity, and `hpt` is the pointwise identity between Jacobian times Euler integrand and exp(zs − e^s). Mathlib's change-of-variables lemmas then transfer convergence from `GammaIntegral_convergent` and the value from `Gamma_eq_integral`.

`norm_sq_gamma_half` takes the reflection formula from Mathlib as `Gamma_mul_Gamma_one_sub`. `hc` identifies 1 − z with the conjugate, `hs` turns the sine into cosh(πk), and `Gamma_conj` with `mul_conj` produces the squared modulus. `fourier_eq_gamma` regroups the exponent as (1/2 − ik)s − e^s in `hf` and combines these two results.

In `aliasAmp_eq`, `hf` factors the integrand into r^(2ik−1) times the r = 1 integrand at s + 2 ln r, using e^(s + 2 ln r) = r² e^s from `he`. `hshift` is translation invariance of the integral, and `comp_add_right` carries integrability along. `aliasAmp_zero` inserts `Real.Gamma_one_half_eq`, `norm_sq_aliasAmp` uses that the exponent 2ik − 1 has real part −1, and `relAmp_sq` divides by the value at k = 0, where cosh is one.

`relAmp_bounds` renames π|k| as `x` and the relative amplitude as `ρ`, and `key` is the relation ρ²(1 + u) = c², obtained by `linear_combination` exactly as the multiplication by 2e^(−x) above. Both inequalities are then squared, all sides being non-negative. The hints given to `nlinarith` are ρ²(u + u²(1 − u)) ≥ 0 for the lower bound and ρ²u ≥ 0 for the upper. `leading_aliasing` removes the absolute value, since ln β > 0, and rewrites the two exponents in `h1` and `h2`.

## Other inverse powers of r

Replacing the weight exp(s/2) by exp(as) with real a > 0, the same substitution and shift would give

    ∫ exp(as − r² e^s − iks) ds = r^(2ik−2a) Γ(a − ik),

a representation of Γ(a)/r^(2a) at k = 0, with relative modulus |Γ(a − ik)|/Γ(a), again independent of r. For a = 1, the kernel 1/r², writing Γ(1 + ik) = ik Γ(ik) before reflecting would give the squared relative modulus πk/sinh(πk) for k ≠ 0.
